# The steady state of the optical Bloch equations: uniqueness, saturation and relaxation

## Question

Let (u, v, w) be the Bloch vector of a driven two-level system in the rotating frame, with real detuning D, real Rabi frequency W, population relaxation rate G1 > 0, coherence decay rate G2 > 0 and real undriven population difference w0. The stationary equations are

−Dv − G2 u = 0
Du − Ww − G2 v = 0
Wv − G1(w − w0) = 0

The claim is that they have exactly one solution, with

w = w0 (D² + G2²) / (D² + G2² + W² G2/G1).

How can this be stated and proved in Lean 4 with Mathlib, and can one also show that time-dependent solutions approach this state?

## Answer

### Definitions and conventions

A state is a `BlochVec`, three real numbers r = (u, v, w). With Pauli matrices σ = (σx, σy, σz) the density matrix is ρ = (1 + r·σ)/2, which is positive exactly when |r|² = u² + v² + w² ≤ 1; this squared length is `normSq`. The function `blochField` returns the three left-hand sides above. Without damping it is the precession Ω × r about Ω = (W, 0, D), generated by H = (ħ/2)(W σx + D σz). If the upper level has σz = +1, then w is upper minus lower population and D is transition frequency minus drive frequency. The rates are G1 = 1/T1 and G2 = 1/T2 in terms of the relaxation times T1 and T2.

`IsSteady` says that the three components of the field vanish. `IsTrajectory` says that r(t) is differentiable at every real t with dr/dt equal to the field, component by component. The equations are taken as the model: the rotating-wave approximation and exponential damping are built into the definition and are not derived from a master equation, and no density matrix occurs in the code. The result gives the saturated population and line shape of a single two-level system or spin one-half under a monochromatic classical drive of constant amplitude. Rabi's oscillation formula for the transient is a different statement; the time dependence enters here through a decay bound.

### Derivation by hand

Write L = D² + G2² and N = L + W² G2/G1 (`denom`). For positive rates L > 0 and N > 0, and G1 N = G1 L + W² G2.

The first equation gives u = −Dv/G2. Putting this in the second and multiplying by G2 gives L v = −G2 W w. Multiplying the third by L and inserting L v gives

−G2 W² w − G1 L (w − w0) = 0, that is G1 N w = G1 L w0.

Hence any solution has

u = w0 D W / N, v = −w0 W G2 / N, w = w0 L / N.

Conversely this vector (`steady`) solves the system: the first two equations cancel term by term, and the third reads −w0(W² G2 + G1 L)/N + G1 w0 = 0.

Dividing numerator and denominator of w by L introduces the saturation parameter s = W² G2/(G1 L) ≥ 0:

w = w0/(1 + s), so |w| ≤ |w0|.

With the power-broadened width b = √(G2² + W² G2/G1) one has N = D² + b². If v0 = −w0 W G2/b² is the value of v at D = 0, then

v = v0 · b²/(D² + b²),

a Lorentzian in D that falls to one half at D = ±b.

Multiply the three equations by u, v, w and add. The precession terms cancel because r·(Ω × r) = 0, leaving G2(u² + v²) + G1 w(w − w0) = 0, or

G2(u² + v²) + G1(w − w0/2)² = G1 w0²/4.

If 0 < G1 ≤ 2G2, then

G1|r|² ≤ 2G2(u² + v²) + G1 w² = 2G1 w(w0 − w) + G1 w² = G1(w0² − (w − w0)²) ≤ G1 w0²,

so |r|² ≤ w0². In the other direction the closed form gives |r|² = w0²(W² L + L²)/N², and

G1²(W² L + L²) − (G1 N)² = W² (G1(G1 − 2G2) L − W² G2²).

When W ≠ 0, w0 ≠ 0 and the bracket is positive, |r|² > w0².

Finally let r(t) be a trajectory and δ = (δu, δv, δw) its difference from a steady state. Subtracting the stationary equations shows that δ obeys the same system with w0 = 0, and the same cancellation gives

d|δ|²/dt = −2G2(δu² + δv²) − 2G1 δw².

For any real g with g ≤ G1 and g ≤ G2, the function exp(2gt)|δ|² has derivative exp(2gt)(−2(G2 − g)(δu² + δv²) − 2(G1 − g)δw²) ≤ 0. It never increases, so for t ≥ 0

|δ(t)|² ≤ exp(−2gt)|δ(0)|².

For positive rates g = min(G1, G2) > 0 and |δ|² tends to zero.

### The Lean file

```lean
import Mathlib

open Filter

namespace OpticalBloch

noncomputable section

/-- The Bloch vector of a two-level system in the rotating frame: coherence quadratures
`u`, `v` and population difference `w`. -/
@[ext] structure BlochVec where
  u : ℝ
  v : ℝ
  w : ℝ

/-- Squared length of a Bloch vector. -/
def normSq (r : BlochVec) : ℝ := r.u ^ 2 + r.v ^ 2 + r.w ^ 2

/-- Squared distance between two Bloch vectors. -/
def distSq (r s : BlochVec) : ℝ := (r.u - s.u) ^ 2 + (r.v - s.v) ^ 2 + (r.w - s.w) ^ 2

/-- Right-hand side of the optical Bloch equations with detuning `D`, Rabi frequency `W`,
population relaxation rate `G1`, coherence decay rate `G2` and equilibrium value `w0`. -/
def blochField (D W G1 G2 w0 : ℝ) (r : BlochVec) : BlochVec where
  u := -D * r.v - G2 * r.u
  v := D * r.u - W * r.w - G2 * r.v
  w := W * r.v - G1 * (r.w - w0)

/-- A steady state: all three components of the Bloch field vanish. -/
def IsSteady (D W G1 G2 w0 : ℝ) (r : BlochVec) : Prop :=
  (blochField D W G1 G2 w0 r).u = 0 ∧ (blochField D W G1 G2 w0 r).v = 0 ∧
    (blochField D W G1 G2 w0 r).w = 0

/-- A trajectory: a time-dependent Bloch vector obeying the optical Bloch equations. -/
def IsTrajectory (D W G1 G2 w0 : ℝ) (r : ℝ → BlochVec) : Prop :=
  ∀ t, HasDerivAt (fun x => (r x).u) (blochField D W G1 G2 w0 (r t)).u t ∧
    HasDerivAt (fun x => (r x).v) (blochField D W G1 G2 w0 (r t)).v t ∧
    HasDerivAt (fun x => (r x).w) (blochField D W G1 G2 w0 (r t)).w t

/-- The resonance denominator `N = D² + G2² + W² G2 / G1`. -/
def denom (D W G1 G2 : ℝ) : ℝ := D ^ 2 + G2 ^ 2 + W ^ 2 * G2 / G1

/-- The Bloch vector `(w0 D W, -w0 W G2, w0 (D² + G2²)) / N`. -/
def steady (D W G1 G2 w0 : ℝ) : BlochVec where
  u := w0 * D * W / denom D W G1 G2
  v := -(w0 * W * G2) / denom D W G1 G2
  w := w0 * (D ^ 2 + G2 ^ 2) / denom D W G1 G2

/-- The saturation parameter `s = W² G2 / (G1 (D² + G2²))`. -/
def saturation (D W G1 G2 : ℝ) : ℝ := W ^ 2 * G2 / (G1 * (D ^ 2 + G2 ^ 2))

/-- The power-broadened width `sqrt (G2² + W² G2 / G1)`. -/
def broadenedWidth (W G1 G2 : ℝ) : ℝ := Real.sqrt (G2 ^ 2 + W ^ 2 * G2 / G1)

/-- Damped precession of the coherence at fixed population difference `w0`. -/
def freeDecay (D G2 w0 t : ℝ) : BlochVec where
  u := Real.exp (-G2 * t) * Real.cos (D * t)
  v := Real.exp (-G2 * t) * Real.sin (D * t)
  w := w0

variable {D W G1 G2 w0 : ℝ}

/-- For positive rates the resonance denominator is positive and
`G1 N = G1 (D² + G2²) + W² G2`. -/
theorem denom_spec (h1 : 0 < G1) (h2 : 0 < G2) :
    0 < denom D W G1 G2 ∧ G1 * denom D W G1 G2 = G1 * (D ^ 2 + G2 ^ 2) + W ^ 2 * G2 := by
  have hne : G1 ≠ 0 := h1.ne'
  have hc : G1 * (W ^ 2 * G2 / G1) = W ^ 2 * G2 := by field_simp
  constructor
  · unfold denom
    positivity
  · unfold denom
    linear_combination hc

/-- For positive rates a Bloch vector is a steady state if and only if it equals the
closed form `steady`. -/
theorem isSteady_iff (h1 : 0 < G1) (h2 : 0 < G2) (r : BlochVec) :
    IsSteady D W G1 G2 w0 r ↔ r = steady D W G1 G2 w0 := by
  obtain ⟨hN, hM⟩ := denom_spec (D := D) (W := W) h1 h2
  unfold IsSteady
  constructor
  · rintro ⟨e1, e2, e3⟩
    simp only [blochField] at e1 e2 e3
    -- eliminate two of the three unknowns, once for each component
    apply BlochVec.ext
    · show r.u = w0 * D * W / denom D W G1 G2
      rw [eq_div_iff hN.ne']
      apply mul_left_cancel₀ h1.ne'
      linear_combination r.u * hM - (G1 * G2 + W ^ 2) * e1 + G1 * D * e2 - D * W * e3
    · show r.v = -(w0 * W * G2) / denom D W G1 G2
      rw [eq_div_iff hN.ne']
      apply mul_left_cancel₀ h1.ne'
      linear_combination r.v * hM - G1 * D * e1 - G1 * G2 * e2 + W * G2 * e3
    · show r.w = w0 * (D ^ 2 + G2 ^ 2) / denom D W G1 G2
      rw [eq_div_iff hN.ne']
      apply mul_left_cancel₀ h1.ne'
      linear_combination r.w * hM - W * D * e1 - W * G2 * e2 - (D ^ 2 + G2 ^ 2) * e3
  · rintro rfl
    -- substitute the closed form
    have hinv : denom D W G1 G2 * (denom D W G1 G2)⁻¹ = 1 := mul_inv_cancel₀ hN.ne'
    refine ⟨?_, ?_, ?_⟩
    · simp only [blochField, steady]
      ring
    · simp only [blochField, steady]
      ring
    · simp only [blochField, steady]
      linear_combination (w0 * (denom D W G1 G2)⁻¹) * hM - G1 * w0 * hinv

/-- For positive rates the optical Bloch equations have exactly one steady state, and its
population difference is `w0 (D² + G2²) / (D² + G2² + W² G2 / G1)`. -/
theorem existsUnique_steady (h1 : 0 < G1) (h2 : 0 < G2) :
    (∃! r, IsSteady D W G1 G2 w0 r) ∧
      ∀ r, IsSteady D W G1 G2 w0 r →
        r.w = w0 * (D ^ 2 + G2 ^ 2) / (D ^ 2 + G2 ^ 2 + W ^ 2 * G2 / G1) := by
  refine ⟨⟨steady D W G1 G2 w0, (isSteady_iff h1 h2 _).2 rfl,
    fun r h => (isSteady_iff h1 h2 r).1 h⟩, ?_⟩
  intro r h
  rw [(isSteady_iff h1 h2 r).1 h]
  rfl

/-- The steady population difference is `w0 / (1 + s)` with `s` the saturation parameter,
and its magnitude does not exceed that of `w0`. -/
theorem steady_saturation (h1 : 0 < G1) (h2 : 0 < G2) {r : BlochVec}
    (h : IsSteady D W G1 G2 w0 r) :
    r.w = w0 / (1 + saturation D W G1 G2) ∧ |r.w| ≤ |w0| := by
  have hne : G1 ≠ 0 := h1.ne'
  have hL : D ^ 2 + G2 ^ 2 ≠ 0 := by positivity
  have hs : 0 ≤ saturation D W G1 G2 := by
    unfold saturation
    positivity
  have key : 1 + saturation D W G1 G2 = denom D W G1 G2 / (D ^ 2 + G2 ^ 2) := by
    unfold saturation denom
    field_simp
    try ring
  have hw : r.w = w0 / (1 + saturation D W G1 G2) := by
    rw [(isSteady_iff h1 h2 r).1 h, key, div_div_eq_mul_div]
    rfl
  have hpos : 0 < 1 + saturation D W G1 G2 := by linarith
  refine ⟨hw, ?_⟩
  rw [hw, abs_div, abs_of_pos hpos]
  exact div_le_self (abs_nonneg _) (by linarith)

/-- The steady quadrature `v` at detuning `D` is its value at zero detuning times the
Lorentzian `g² / (D² + g²)`, with `g` the power-broadened width. -/
theorem steady_lorentzian (h1 : 0 < G1) (h2 : 0 < G2) {r r0 : BlochVec}
    (h : IsSteady D W G1 G2 w0 r) (h0 : IsSteady 0 W G1 G2 w0 r0) :
    r.v = r0.v * (broadenedWidth W G1 G2 ^ 2 / (D ^ 2 + broadenedWidth W G1 G2 ^ 2)) := by
  have hg : broadenedWidth W G1 G2 ^ 2 = G2 ^ 2 + W ^ 2 * G2 / G1 :=
    Real.sq_sqrt (by positivity)
  have hpos : 0 < broadenedWidth W G1 G2 ^ 2 := by
    rw [hg]
    positivity
  have hd : denom D W G1 G2 = D ^ 2 + broadenedWidth W G1 G2 ^ 2 := by
    rw [hg]
    unfold denom
    ring
  have hd0 : denom 0 W G1 G2 = broadenedWidth W G1 G2 ^ 2 := by
    rw [hg]
    unfold denom
    ring
  have gen : ∀ a g : ℝ, 0 < g → a / (D ^ 2 + g) = a / g * (g / (D ^ 2 + g)) := by
    intro a g hgpos
    rw [div_mul_div_comm, mul_comm a g, mul_div_mul_left _ _ hgpos.ne']
  rw [(isSteady_iff h1 h2 r).1 h, (isSteady_iff h1 h2 r0).1 h0]
  show -(w0 * W * G2) / denom D W G1 G2 = -(w0 * W * G2) / denom 0 W G1 G2 *
    (broadenedWidth W G1 G2 ^ 2 / (D ^ 2 + broadenedWidth W G1 G2 ^ 2))
  rw [hd, hd0]
  exact gen _ _ hpos

/-- Every steady state satisfies `G2 (u² + v²) + G1 (w - w0/2)² = G1 w0² / 4`, whatever the
detuning and the Rabi frequency. -/
theorem steady_quadric {r : BlochVec} (h : IsSteady D W G1 G2 w0 r) :
    G2 * (r.u ^ 2 + r.v ^ 2) + G1 * (r.w - w0 / 2) ^ 2 = G1 * w0 ^ 2 / 4 := by
  obtain ⟨e1, e2, e3⟩ := h
  simp only [blochField] at e1 e2 e3
  -- the precession terms drop out of the contraction with (u, v, w)
  linear_combination -(r.u * e1) - r.v * e2 - r.w * e3

/-- If `0 < G1 ≤ 2 G2`, the squared length of a steady Bloch vector is at most `w0²`. -/
theorem steady_normSq_le (h1 : 0 < G1) (h12 : G1 ≤ 2 * G2) {r : BlochVec}
    (h : IsSteady D W G1 G2 w0 r) : normSq r ≤ w0 ^ 2 := by
  have q := steady_quadric h
  have a : G1 * (r.u ^ 2 + r.v ^ 2) ≤ 2 * G2 * (r.u ^ 2 + r.v ^ 2) :=
    mul_le_mul_of_nonneg_right h12 (by positivity)
  have b : 0 ≤ G1 * (r.w - w0) ^ 2 := by positivity
  by_contra hc
  have c := mul_lt_mul_of_pos_left (not_le.1 hc) h1
  unfold normSq at c
  nlinarith [q, a, b, c]

/-- For positive rates, `w0 ≠ 0`, `W ≠ 0` and `W² G2² < G1 (G1 - 2 G2) (D² + G2²)`, the squared
length of the steady Bloch vector exceeds `w0²`. -/
theorem lt_steady_normSq (h1 : 0 < G1) (h2 : 0 < G2) (hw : w0 ≠ 0) (hW : W ≠ 0)
    (hc : W ^ 2 * G2 ^ 2 < G1 * (G1 - 2 * G2) * (D ^ 2 + G2 ^ 2)) {r : BlochVec}
    (h : IsSteady D W G1 G2 w0 r) : w0 ^ 2 < normSq r := by
  obtain ⟨hN, hM⟩ := denom_spec (D := D) (W := W) h1 h2
  have hw2 : 0 < w0 ^ 2 := by positivity
  have hW2 : 0 < W ^ 2 := by positivity
  have hn : normSq (steady D W G1 G2 w0) =
      w0 ^ 2 * (W ^ 2 * (D ^ 2 + G2 ^ 2) + (D ^ 2 + G2 ^ 2) ^ 2) / denom D W G1 G2 ^ 2 := by
    simp only [normSq, steady]
    ring
  have e : G1 ^ 2 * denom D W G1 G2 ^ 2 = (G1 * (D ^ 2 + G2 ^ 2) + W ^ 2 * G2) ^ 2 := by
    linear_combination (G1 * denom D W G1 G2 + (G1 * (D ^ 2 + G2 ^ 2) + W ^ 2 * G2)) * hM
  have p := mul_pos hW2 (sub_pos.2 hc)
  -- the squared denominator is smaller than the numerator
  have hlt : denom D W G1 G2 ^ 2 < W ^ 2 * (D ^ 2 + G2 ^ 2) + (D ^ 2 + G2 ^ 2) ^ 2 := by
    by_contra hcon
    have c := mul_le_mul_of_nonneg_left (not_lt.1 hcon) (sq_nonneg G1)
    nlinarith [e, p, c]
  rw [(isSteady_iff h1 h2 r).1 h, hn, lt_div_iff₀ (pow_pos hN 2)]
  exact mul_lt_mul_of_pos_left hlt hw2

/-- Along a trajectory the squared distance to a steady state changes at the rate
`-2 G2 (δu² + δv²) - 2 G1 δw²`. -/
theorem hasDerivAt_distSq {r : ℝ → BlochVec} {s : BlochVec}
    (hr : IsTrajectory D W G1 G2 w0 r) (hs : IsSteady D W G1 G2 w0 s) (t : ℝ) :
    HasDerivAt (fun x => distSq (r x) s)
      (-2 * G2 * (((r t).u - s.u) ^ 2 + ((r t).v - s.v) ^ 2)
        - 2 * G1 * ((r t).w - s.w) ^ 2) t := by
  obtain ⟨hu, hv, hw⟩ := hr t
  obtain ⟨e1, e2, e3⟩ := hs
  simp only [blochField] at e1 e2 e3
  have a := hu.sub_const s.u
  have b := hv.sub_const s.v
  have c := hw.sub_const s.w
  have key : (fun x => distSq (r x) s) = fun x =>
      ((r x).u - s.u) * ((r x).u - s.u) + ((r x).v - s.v) * ((r x).v - s.v)
        + ((r x).w - s.w) * ((r x).w - s.w) := by
    funext x
    simp only [distSq]
    ring
  rw [key]
  refine (((a.fun_mul a).fun_add (b.fun_mul b)).fun_add (c.fun_mul c)).congr_deriv ?_
  simp only [blochField]
  linear_combination 2 * ((r t).u - s.u) * e1 + 2 * ((r t).v - s.v) * e2
    + 2 * ((r t).w - s.w) * e3

/-- For any rate `g` not exceeding `G1` and `G2`, the squared distance of a trajectory from a
steady state at time `t ≥ 0` is at most `exp (-2 g t)` times its initial value. -/
theorem distSq_le_exp {r : ℝ → BlochVec} {s : BlochVec} {g t : ℝ}
    (hr : IsTrajectory D W G1 G2 w0 r) (hs : IsSteady D W G1 G2 w0 s)
    (hg1 : g ≤ G1) (hg2 : g ≤ G2) (ht : 0 ≤ t) :
    distSq (r t) s ≤ Real.exp (-(2 * g * t)) * distSq (r 0) s := by
  have hE : ∀ y : ℝ, HasDerivAt (fun x => Real.exp (2 * g * x))
      (Real.exp (2 * g * y) * (2 * g * 1)) y :=
    fun y => ((hasDerivAt_id' y).const_mul (2 * g)).exp
  have hF : ∀ y : ℝ, HasDerivAt (fun x => Real.exp (2 * g * x) * distSq (r x) s)
      (Real.exp (2 * g * y) * (2 * g * distSq (r y) s +
        (-2 * G2 * (((r y).u - s.u) ^ 2 + ((r y).v - s.v) ^ 2)
          - 2 * G1 * ((r y).w - s.w) ^ 2))) y :=
    fun y => ((hE y).fun_mul (hasDerivAt_distSq hr hs y)).congr_deriv (by ring)
  -- the rescaled distance never increases
  have anti : Antitone (fun x => Real.exp (2 * g * x) * distSq (r x) s) := by
    refine antitone_of_deriv_nonpos (fun y => (hF y).differentiableAt) (fun y => ?_)
    rw [(hF y).deriv]
    refine mul_nonpos_iff.2 (Or.inl ⟨(Real.exp_pos _).le, ?_⟩)
    have p1 := mul_nonneg (sub_nonneg.2 hg1) (sq_nonneg ((r y).w - s.w))
    have p2 := mul_nonneg (sub_nonneg.2 hg2)
      (add_nonneg (sq_nonneg ((r y).u - s.u)) (sq_nonneg ((r y).v - s.v)))
    simp only [distSq]
    nlinarith [p1, p2]
  have h : Real.exp (2 * g * t) * distSq (r t) s ≤ Real.exp (2 * g * 0) * distSq (r 0) s :=
    anti ht
  rw [mul_zero, Real.exp_zero, one_mul] at h
  rw [Real.exp_neg, inv_mul_eq_div, le_div_iff₀ (Real.exp_pos _)]
  linarith

/-- For positive rates the squared distance of any trajectory from the closed-form steady
state tends to zero at late times. -/
theorem tendsto_steady (h1 : 0 < G1) (h2 : 0 < G2) {r : ℝ → BlochVec}
    (hr : IsTrajectory D W G1 G2 w0 r) :
    Tendsto (fun t => distSq (r t) (steady D W G1 G2 w0)) atTop (nhds 0) := by
  have hs : IsSteady D W G1 G2 w0 (steady D W G1 G2 w0) := (isSteady_iff h1 h2 _).2 rfl
  have hm : 0 < min G1 G2 := lt_min h1 h2
  have hg : 0 < 2 * min G1 G2 := by linarith
  have a : Tendsto (fun t : ℝ => 2 * min G1 G2 * t) atTop atTop :=
    Filter.Tendsto.const_mul_atTop hg tendsto_id
  have b : Tendsto (fun t : ℝ => Real.exp (-(2 * min G1 G2 * t))) atTop (nhds 0) :=
    Real.tendsto_exp_neg_atTop_nhds_zero.comp a
  have c := b.mul_const (distSq (r 0) (steady D W G1 G2 w0))
  rw [zero_mul] at c
  have hnn : ∀ t, 0 ≤ distSq (r t) (steady D W G1 G2 w0) := by
    intro t
    unfold distSq
    positivity
  exact squeeze_zero' (Eventually.of_forall hnn)
    ((eventually_ge_atTop 0).mono fun t ht =>
      distSq_le_exp hr hs (min_le_left G1 G2) (min_le_right G1 G2) ht) c

/-- Damped precession `freeDecay` is a trajectory of the Bloch equations with zero Rabi
frequency. -/
theorem isTrajectory_witness : IsTrajectory D 0 G1 G2 w0 (freeDecay D G2 w0) := by
  unfold IsTrajectory
  intro t
  have hE : HasDerivAt (fun x => Real.exp (-G2 * x)) (Real.exp (-G2 * t) * (-G2 * 1)) t :=
    ((hasDerivAt_id' t).const_mul (-G2)).exp
  have hc : HasDerivAt (fun x => Real.cos (D * x)) (-Real.sin (D * t) * (D * 1)) t :=
    ((hasDerivAt_id' t).const_mul D).cos
  have hs : HasDerivAt (fun x => Real.sin (D * x)) (Real.cos (D * t) * (D * 1)) t :=
    ((hasDerivAt_id' t).const_mul D).sin
  simp only [blochField, freeDecay]
  refine ⟨(hE.fun_mul hc).congr_deriv ?_, (hE.fun_mul hs).congr_deriv ?_,
    (hasDerivAt_const t w0).congr_deriv ?_⟩
  · ring
  · ring
  · ring

end

end OpticalBloch
```

```lean
#print axioms OpticalBloch.existsUnique_steady
-- 'OpticalBloch.existsUnique_steady' depends on axioms: [propext, Classical.choice, Quot.sound]
#print axioms OpticalBloch.steady_normSq_le
-- 'OpticalBloch.steady_normSq_le' depends on axioms: [propext, Classical.choice, Quot.sound]
#print axioms OpticalBloch.lt_steady_normSq
-- 'OpticalBloch.lt_steady_normSq' depends on axioms: [propext, Classical.choice, Quot.sound]
#print axioms OpticalBloch.tendsto_steady
-- 'OpticalBloch.tendsto_steady' depends on axioms: [propext, Classical.choice, Quot.sound]
```

### What the theorems say and how they are proved

`denom_spec` is the first line of the derivation. `isSteady_iff` says that for positive rates a vector is steady if and only if it equals `steady D W G1 G2 w0`. In the forward direction each component is brought to a form such as G1 w N = G1 w0 L, and the elimination is a single weighted sum of the equations `e1`, `e2`, `e3`. For w the weights are −WD, −W G2 and −L, which remove u and v at once and avoid the division by G2 used by hand; the term `r.w * hM` replaces G1 N by G1 L + W² G2. The backward direction is the substitution. `existsUnique_steady` is the claim asked for: `∃!` a steady vector, and every steady vector has the stated w.

`steady_saturation` rewrites 1 + s as N/L in `key` and bounds the quotient by `div_le_self`. `steady_lorentzian` compares a steady state `r` at detuning D with a steady state `r0` at detuning 0, through N = D² + b² in `hd` and `hd0`; b is `broadenedWidth`. `steady_quadric` assumes nothing about the rates and uses the weights −u, −v, −w. `steady_normSq_le` argues by contradiction from the inequalities `a` and `b`, which are the two estimates in the chain above. The condition G1 ≤ 2G2 is T2 ≤ 2T1 and is a hypothesis; with |w0| ≤ 1 it puts the steady vector in the unit ball. `lt_steady_normSq` follows the difference of squares: `hn` is the formula for |r|², `e` is the square of G1 N, and `p` is the positive right-hand side.

`hasDerivAt_distSq` writes `distSq`, which is |δ|², as a sum of products, applies the product rule and adds 2δu, 2δv, 2δw times the stationary equations. `distSq_le_exp` shows that exp(2gt)|δ|² is `Antitone` by `antitone_of_deriv_nonpos` and compares times 0 and t; neither theorem needs positive rates. `tendsto_steady` squeezes |δ|² between 0 and the exponential bound. These three theorems hold for any given trajectory, and existence of one for arbitrary initial data is not among the statements. `isTrajectory_witness` exhibits one for W = 0, the damped precession (exp(−G2 t) cos Dt, exp(−G2 t) sin Dt, w0). It starts at squared length 1 + w0², so for w0 ≠ 0 it solves the equations without starting from a physical state.

### Remarks

The examples and limits in the next two paragraphs are worked on paper and are not theorems of the file.

With G1 = 0, W = 0 and G2 > 0 the equations force u = v = 0 and leave w free, so uniqueness fails. With G2 = 0, D = 0 the first equation is empty and u is free. With G1 = −1, G2 = 1, D = 0, W = 1 the last two equations read v + w = 0 and v + w = w0, so there is no solution for w0 ≠ 0. With G1 = 0, W ≠ 0, G2 > 0 the only solution is r = 0, while Lean's convention x/0 = 0 makes the closed form return w = w0. For the length bound take G1 = 4, G2 = 1, D = 0, W = 1, w0 = −1, which violates G1 ≤ 2G2 and meets the condition 1 < 8 of `lt_steady_normSq`. Then N = 5/4, r = (0, 4/5, −4/5) and |r|² = 32/25 > 1, so ρ has a negative eigenvalue.

Without drive, W = 0, the steady state is (0, 0, w0), and the damped precession lies at squared distance exp(−2G2 t) from it, so the bound with g = G2 is attained when G2 ≤ G1. On resonance u = 0 and s = W²/(G1 G2). For w0 = −1 the upper population (1 + w)/2 equals s/(2(1 + s)), which stays below 1/2 and approaches it as W grows.

A reusable pattern for solving a small linear system with symbolic coefficients appears in `isSteady_iff`. Clear the outer denominator with `eq_div_iff`, multiply the goal by the inner one with `mul_left_cancel₀`, keep the denominator folded and described by a polynomial identity such as `hM`, and give `linear_combination` the elimination weights. For the system written as M r = c with a coefficient matrix M, these weights are, up to an overall sign, the rows of the adjugate of M.
